# Force on the electrons of a jellium slab with field-free ends: it equals the bulk pressure exactly when the potential energy rises by $N e'(N)$ from the back of the slab to the background edge

At a metal surface electrons spill into the vacuum, and the resulting field pulls them back. In the jellium model the positive ions are smeared into a uniform background of density $N$ on $(-L,0)$, with vacuum on $(0,M)$. The end $x=-L$ stands for a plane deep inside the metal, not for a second surface. How is the total force of the field on the electrons related to the pressure of the electron gas in the bulk?

Let $n(x)$ be the electron density, $v(x)$ the electrostatic potential energy of an electron, and $g=v'$. In Gaussian atomic units, $v''=4\pi(N-n)$ in the background and $v''=-4\pi n$ in the vacuum. The total force of the field on the electrons, counted positive when it points into the metal, is $\int n v'\,dx$ per area.

In Lean 4 with Mathlib:

```lean
import Mathlib

open Real Set

namespace JelliumSurfaceForce

noncomputable section
```

`IsRegion` describes an interval $[a,b]$ with constant background density $B$. The functions are continuous up to the ends, while the differential equations hold only inside.

```lean
/-- Electrostatics on `[a, b]` with constant background density `B`: `n` is the electron density,
`v` the potential energy of an electron, `g` its slope, and Poisson's equation holds inside. -/
structure IsRegion (B a b : ℝ) (n v g : ℝ → ℝ) : Prop where
  le : a ≤ b
  n_cont : ContinuousOn n (Icc a b)
  v_cont : ContinuousOn v (Icc a b)
  g_cont : ContinuousOn g (Icc a b)
  slope : ∀ x ∈ Ioo a b, HasDerivAt v (g x) x
  poisson : ∀ x ∈ Ioo a b, HasDerivAt g (4 * π * (B - n x)) x
```

`IsJelliumSlab` imposes Poisson's equation on each side of $x=0$ but not at that point, so $v''$ may jump there. The density is any continuous function: no Schrödinger or Kohn–Sham equation is imposed, nor even $n\ge 0$.

```lean
/-- A jellium slab: background density `N` on `(-L, 0)`, vacuum on `(0, M)`, electron density `n`,
and a continuously differentiable electron potential energy `v` with slope `g`. -/
structure IsJelliumSlab (L M N : ℝ) (n v g : ℝ → ℝ) : Prop where
  L_pos : 0 < L
  M_pos : 0 < M
  N_pos : 0 < N
  n_cont : ContinuousOn n (Icc (-L) M)
  v_cont : ContinuousOn v (Icc (-L) M)
  g_cont : ContinuousOn g (Icc (-L) M)
  slope : ∀ x ∈ Ioo (-L) M, HasDerivAt v (g x) x
  poisson_inside : ∀ x ∈ Ioo (-L) 0, HasDerivAt g (4 * π * (N - n x)) x
  poisson_vacuum : ∀ x ∈ Ioo 0 M, HasDerivAt g (-(4 * π * n x)) x
```

Let $e$ be the energy per electron of the uniform gas as a function of density. Then $K$ electrons per area in width $\ell$ have energy $K e(K/\ell)$ per area.

```lean
/-- Energy per area of `K` electrons per area spread uniformly over a width `ℓ`, when `e` is the
energy per electron as a function of density. -/
def bulkEnergy (e : ℝ → ℝ) (K ℓ : ℝ) : ℝ := K * e (K / ℓ)
```

## (a) Force in a constant background

Find $\int_a^b n g\,dx$.

**Solution.** Differentiate $Bv-g^2/(8\pi)$:
$$Bg-\frac{2g\cdot4\pi(B-n)}{8\pi}=Bg-(B-n)g=ng.$$
Integration gives $B(v(b)-v(a))-(g(b)^2-g(a)^2)/(8\pi)$. In the code, `hd` is this derivative and `hc` the continuity at the ends that the fundamental theorem of calculus needs. For $a=b$ both sides vanish.

```lean
variable {L M N B a b : ℝ} {n v g : ℝ → ℝ}

/-- In a region of constant background, the integral of `n v'` is the background density times
the potential step, minus the change of the field stress `v'² / 8π`. -/
theorem region_force (r : IsRegion B a b n v g) :
    ∫ x in a..b, n x * g x = B * (v b - v a) - (g b ^ 2 - g a ^ 2) / (8 * π) := by
  -- the force density is a total derivative
  have hd : ∀ x ∈ Ioo a b,
      HasDerivAt (fun y => B * v y - g y * g y / (8 * π)) (n x * g x) x := by
    intro x hx
    have hg := r.poisson x hx
    refine (((r.slope x hx).const_mul B).fun_sub
      ((hg.fun_mul hg).div_const (8 * π))).congr_deriv ?_
    have h : (4 * π * (B - n x) * g x + g x * (4 * π * (B - n x))) / (8 * π)
        = (B - n x) * g x := by
      rw [div_eq_iff (by positivity)]
      ring
    rw [h]
    ring
  have hc : ContinuousOn (fun y => B * v y - g y * g y / (8 * π)) (Icc a b) :=
    (continuousOn_const.mul r.v_cont).sub ((r.g_cont.mul r.g_cont).div_const _)
  have key := intervalIntegral.integral_eq_sub_of_hasDerivAt_of_le r.le hc hd
    ((r.n_cont.mul r.g_cont).intervalIntegrable_of_Icc r.le)
  rw [key]
  ring
```

## (b) Charge in a constant background

Find $\int_a^b n\,dx$.

**Solution.** The derivative of $Bx-g/(4\pi)$ is $B-(B-n)=n$, so the integral is $B(b-a)-(g(b)-g(a))/(4\pi)$. The proof follows the pattern of (a).

```lean
/-- Gauss's law in a region of constant background: the number of electrons per area is that of
the background minus the change of slope over `4π`. -/
theorem region_charge (r : IsRegion B a b n v g) :
    ∫ x in a..b, n x = B * (b - a) - (g b - g a) / (4 * π) := by
  have hd : ∀ x ∈ Ioo a b, HasDerivAt (fun y => B * y - g y / (4 * π)) (n x) x := by
    intro x hx
    refine (((hasDerivAt_id' x).const_mul B).fun_sub
      ((r.poisson x hx).div_const (4 * π))).congr_deriv ?_
    have h : 4 * π * (B - n x) / (4 * π) = B - n x := by
      rw [div_eq_iff (by positivity)]
      ring
    rw [h]
    ring
  have hc : ContinuousOn (fun y => B * y - g y / (4 * π)) (Icc a b) :=
    (continuousOn_const.mul continuousOn_id).sub (r.g_cont.div_const _)
  have key := intervalIntegral.integral_eq_sub_of_hasDerivAt_of_le r.le hc hd
    (r.n_cont.intervalIntegrable_of_Icc r.le)
  rw [key]
  ring
```

## (c) Two regions in one slab

Show that (a) and (b) apply on each side of the background edge.

**Solution.** Restrict the functions to $[-L,0]$ with $B=N$, and to $[0,M]$ with $B=0$, where $4\pi(0-n)=-4\pi n$.

```lean
/-- A jellium slab consists of a region with background density `N` and a region with none. -/
theorem slab_regions (s : IsJelliumSlab L M N n v g) :
    IsRegion N (-L) 0 n v g ∧ IsRegion 0 0 M n v g := by
  have hL := s.L_pos
  have hM := s.M_pos
  have h1 : Icc (-L) 0 ⊆ Icc (-L) M := Icc_subset_Icc le_rfl hM.le
  have h2 : Icc 0 M ⊆ Icc (-L) M := Icc_subset_Icc (by linarith) le_rfl
  exact ⟨⟨by linarith, s.n_cont.mono h1, s.v_cont.mono h1, s.g_cont.mono h1,
      fun x hx => s.slope x ⟨hx.1, by linarith [hx.2]⟩, s.poisson_inside⟩,
    ⟨hM.le, s.n_cont.mono h2, s.v_cont.mono h2, s.g_cont.mono h2,
      fun x hx => s.slope x ⟨by linarith [hx.1], hx.2⟩,
      fun x hx => (s.poisson_vacuum x hx).congr_deriv (by ring)⟩⟩
```

## (d) Force balance with arbitrary end fields

Find $\int_{-L}^M n g\,dx$.

**Solution.** Add (a) for the two regions:
$$N(v(0)-v(-L))-\frac{g(0)^2-g(-L)^2}{8\pi}-\frac{g(M)^2-g(0)^2}{8\pi}.$$
The terms in $g(0)^2$ cancel, because $g$ is continuous at the edge.

```lean
/-- Force balance of the slab for arbitrary fields at its two ends. -/
theorem slab_force_balance (s : IsJelliumSlab L M N n v g) :
    ∫ x in (-L)..M, n x * g x
      = N * (v 0 - v (-L)) - (g M ^ 2 - g (-L) ^ 2) / (8 * π) := by
  obtain ⟨r1, r2⟩ := slab_regions s
  have i1 : IntervalIntegrable (fun x => n x * g x) MeasureTheory.volume (-L) 0 :=
    (r1.n_cont.mul r1.g_cont).intervalIntegrable_of_Icc r1.le
  have i2 : IntervalIntegrable (fun x => n x * g x) MeasureTheory.volume 0 M :=
    (r2.n_cont.mul r2.g_cont).intervalIntegrable_of_Icc r2.le
  -- the stress at the background edge cancels between the two regions
  rw [← intervalIntegral.integral_add_adjacent_intervals i1 i2,
    region_force r1, region_force r2]
  ring
```

## (e) Neutrality

Let $g(-L)=g(M)=0$. Count the electrons.

**Solution.** Adding (b) for the two regions gives
$$NL-\frac{g(0)-0}{4\pi}-\frac{0-g(0)}{4\pi}=NL.$$

```lean
/-- If the field vanishes at both ends, the electrons neutralize the background. -/
theorem slab_neutral (s : IsJelliumSlab L M N n v g) (hl : g (-L) = 0) (hr : g M = 0) :
    ∫ x in (-L)..M, n x = N * L := by
  obtain ⟨r1, r2⟩ := slab_regions s
  rw [← intervalIntegral.integral_add_adjacent_intervals
    (r1.n_cont.intervalIntegrable_of_Icc r1.le)
    (r2.n_cont.intervalIntegrable_of_Icc r2.le),
    region_charge r1, region_charge r2, hl, hr]
  ring
```

## (f) Force with field-free ends

Find the force under the same end conditions.

**Solution.** The end terms in (d) vanish, leaving $N(v(0)-v(-L))$.

```lean
/-- If the field vanishes at both ends, the integral of `n v'` is the background density times
the potential step between the back of the slab and the background edge. -/
theorem slab_force (s : IsJelliumSlab L M N n v g) (hl : g (-L) = 0) (hr : g M = 0) :
    ∫ x in (-L)..M, n x * g x = N * (v 0 - v (-L)) := by
  rw [slab_force_balance s, hl, hr]
  ring
```

## (g) From force to potential step

For real $d$, when is the force $N^2d$?

**Solution.** By (f), the condition is $N(v(0)-v(-L))=N^2d$. Since $N>0$, dividing by $N$ gives $v(0)-v(-L)=Nd$, and multiplying by $N$ reverses the step.

```lean
/-- If the field vanishes at both ends, the integral of `n v'` equals `N² d` exactly when the
potential step equals `N d`. -/
theorem force_iff_step (s : IsJelliumSlab L M N n v g) (hl : g (-L) = 0) (hr : g M = 0)
    (d : ℝ) :
    ∫ x in (-L)..M, n x * g x = N ^ 2 * d ↔ v 0 - v (-L) = N * d := by
  rw [slab_force s hl hr]
  constructor
  · intro h
    apply mul_left_cancel₀ s.N_pos.ne'
    linear_combination h
  · intro h
    linear_combination N * h
```

## (h) Pressure of the uniform gas

Differentiate $Ke(K/\ell)$ in $\ell$ at fixed $K$, with $\ell\neq0$ and $d=e'(K/\ell)$.

**Solution.** By the chain rule,
$$K\cdot d\cdot\left(-\frac{K}{\ell^2}\right)=-\left(\frac K\ell\right)^2d.$$
The pressure is minus this derivative, $(K/\ell)^2e'(K/\ell)$.

```lean
/-- Widening a uniform electron gas at fixed electron number changes its energy at the rate
minus density squared times the derivative of the energy per electron. -/
theorem bulk_pressure {e : ℝ → ℝ} {d K ℓ : ℝ} (hℓ : ℓ ≠ 0) (he : HasDerivAt e d (K / ℓ)) :
    HasDerivAt (bulkEnergy e K) (-((K / ℓ) ^ 2 * d)) ℓ := by
  have h1 : HasDerivAt (fun y => K / y) (-(K / ℓ ^ 2)) ℓ := by
    have h := (hasDerivAt_inv hℓ).const_mul K
    simpa only [div_eq_mul_inv, mul_neg] using h
  have h2 : HasDerivAt (fun y => e (K / y)) (d * -(K / ℓ ^ 2)) ℓ := he.comp ℓ h1
  exact (h2.const_mul K).congr_deriv (by ring)
```

## (i) The Budd–Vannimenus relation

Let the ends be field-free and $d=e'(N)$. Show that the force equals the bulk pressure exactly when $v(0)-v(-L)=Ne'(N)$.

**Solution.** By (e), $K=NL$, so the density in width $L$ is $N$ and (h) gives the pressure $N^2d$. A function has only one derivative at a point (`h.unique hp`), so the left side of the equivalence says that $\int n g\,dx=N^2d$. Now apply (g).

The balance of force and pressure is a condition here. Physically it expresses mechanical equilibrium of the electrons between the bulk and the vacuum; the Budd–Vannimenus theorem derives it for the ground state of semi-infinite jellium. For semi-infinite jellium, the relation lets the computed potential energy at the background edge, measured from its bulk value, be tested against the bulk energy per electron in the same approximation. At a density where $e'(N)=0$, the pressure vanishes and the balanced step is zero.

```lean
/-- If the field vanishes at both ends, the integral of `n v'` is the pressure of the uniform gas
holding the slab's electrons in the width `L` exactly when the potential step is `N e'(N)`. -/
theorem budd_vannimenus (s : IsJelliumSlab L M N n v g) (hl : g (-L) = 0) (hr : g M = 0)
    {e : ℝ → ℝ} {d : ℝ} (he : HasDerivAt e d N) :
    HasDerivAt (bulkEnergy e (∫ x in (-L)..M, n x)) (-(∫ x in (-L)..M, n x * g x)) L
      ↔ v 0 - v (-L) = N * d := by
  have hK : N * L / L = N := mul_div_cancel_right₀ N s.L_pos.ne'
  have hp : HasDerivAt (bulkEnergy e (N * L)) (-((N * L / L) ^ 2 * d)) L :=
    bulk_pressure s.L_pos.ne' (by rwa [hK])
  rw [hK] at hp
  rw [slab_neutral s hl hr, ← force_iff_step s hl hr d]
  constructor
  · intro h
    -- a function has only one derivative
    have hu := h.unique hp
    linarith
  · intro h
    rw [h]
    exact hp
```

## (j) A linear density ramp

Take $N=L=M=1$ and $n=(1-x)/2$. Verify that $g=\pi(1-|x|)^2$ satisfies every slab condition, and compute the force.

**Solution.** For $x<0$, $g'=2\pi(1+x)=4\pi(1-n)$; for $x>0$, $g'=-2\pi(1-x)=-4\pi n$. Also $g(\pm1)=0$. Integrating $g$ from $0$ defines $v$. The ramp illustrates the electrostatic conditions only: a density that vanishes linearly at $x=1$ has infinite kinetic energy, so it is not a ground-state density.

```lean
/-- The slope `π (1 - |x|)²` of the potential energy for a linear density ramp. -/
def rampSlope (x : ℝ) : ℝ := π * (1 - |x|) ^ 2
```

The step is $\int_{-1}^0\pi(1+x)^2dx=\pi/3$. Directly, the odd part of $n$ drops out against the even $g$, and the force is $\tfrac12\int_{-1}^1 g\,dx=\tfrac12\cdot\tfrac{2\pi}3=\pi/3$, as (f) requires. The code checks the slab conditions and the end fields, replacing $|x|$ by $\mp x$ near each interior point.

```lean
/-- The electron density `(1 - x) / 2` on `[-1, 1]`, with slope `π (1 - |x|)²`, is a jellium slab
of unit background density whose field vanishes at both ends. -/
theorem slab_witness :
    IsJelliumSlab 1 1 1 (fun x => (1 - x) / 2) (fun x => ∫ t in (0 : ℝ)..x, rampSlope t) rampSlope
      ∧ rampSlope (-1) = 0 ∧ rampSlope 1 = 0 := by
  have hc : Continuous rampSlope := by
    unfold rampSlope
    fun_prop
  have hv : ∀ x, HasDerivAt (fun y => ∫ t in (0 : ℝ)..y, rampSlope t) (rampSlope x) x :=
    fun x => (hc.integral_hasStrictDerivAt 0 x).hasDerivAt
  refine ⟨⟨one_pos, one_pos, one_pos, by fun_prop,
    fun x _ => (hv x).continuousAt.continuousWithinAt, hc.continuousOn,
    fun x _ => hv x, ?_, ?_⟩, by simp [rampSlope], by simp [rampSlope]⟩
  · intro x hx
    have h := (hasDerivAt_id' x).const_add 1
    refine (((h.fun_mul h).const_mul π).congr_deriv (by ring)).congr_of_eventuallyEq ?_
    filter_upwards [Iio_mem_nhds hx.2] with y hy
    rw [rampSlope, abs_of_neg (mem_Iio.mp hy)]
    ring
  · intro x hx
    have h := (hasDerivAt_id' x).const_sub 1
    refine (((h.fun_mul h).const_mul π).congr_deriv (by ring)).congr_of_eventuallyEq ?_
    filter_upwards [Ioi_mem_nhds hx.1] with y hy
    rw [rampSlope, abs_of_pos (mem_Ioi.mp hy)]
    ring

end

end JelliumSurfaceForce
```

```lean
#print axioms JelliumSurfaceForce.slab_force
#print axioms JelliumSurfaceForce.budd_vannimenus
```

```
'JelliumSurfaceForce.slab_force' depends on axioms: [propext, Classical.choice, Quot.sound]
'JelliumSurfaceForce.budd_vannimenus' depends on axioms: [propext, Classical.choice, Quot.sound]
```
